# Hadamard's bound for n! signed contractions, and the vanishing average sign for propagators of modulus one

If every entry of a real n × n propagator matrix G has absolute value at most g, the sum of its n! signed contractions has absolute value at most (g√n)ⁿ. For g = 1 this is n^(n/2), and n^(n/2)/n! tends to 0. When every propagator has absolute value exactly 1, the average sign of individually sampled contractions therefore tends to 0 as n grows.

## Contractions and their average sign

Take n vertices at fixed positions, and let G(i, j) be the propagator joining vertex j to vertex i, with i and j running from 0 to n − 1. Wick's theorem for non-interacting fermions gives one contraction for each permutation σ:

C(σ) = sgn(σ) ∏ᵢ G(σ(i), i).

Their sum is the Leibniz formula for the determinant:

Σ_σ C(σ) = det G.

One way to estimate this sum, up to the factor Σ_σ |C(σ)|, is to draw permutations with probability proportional to |C(σ)| and to average the signs of the contractions C(σ). The mean recorded sign has absolute value

s(G) = |Σ_σ C(σ)| / Σ_σ |C(σ)|.

For independent samples, the number needed for a given relative error grows as 1/s² when s is small. Evaluating the determinant, in about n³ operations, carries out all the cancellations at once. This bears on diagrammatic Monte Carlo for fermions, for the part of the calculation in which the vertices are fixed and the propagators are those of a non-interacting system.

The constant g stands for a uniform bound on the propagator. For non-interacting fermions in orthonormal orbitals at finite temperature, the imaginary-time propagator satisfies such a bound with g = 1. Absolute value exactly 1 is a much stronger idealisation: all contractions then have equal weight, whereas actual propagators usually vary with distance and time. Some such condition is needed, since entries bounded by 1 do not by themselves force cancellation. The identity matrix has a single nonzero contraction, and its average sign is 1 for every n. In the condition of equal absolute values, the value 1 is only a choice of scale, since multiplying G by a nonzero constant leaves s(G) unchanged.

## What the theorems say

In the Lean file, `Matrix (Fin n) (Fin n) ℝ` is the type of real propagator matrices, and `Equiv.Perm (Fin n)` is the type of permutations of the vertices. `contraction G σ` is C(σ), with `σ i` as the row index and `i` as the column index. `averageSign G` is s(G), the absolute value of the mean sign.

- `hadamard_bound` assumes `∀ i j, |G i j| ≤ g` and bounds the absolute value of the sum of contractions by `(g * √(n : ℝ)) ^ n`. No symmetry or invertibility of G is assumed.
- `hadamard_bound_attained` gives a 2 × 2 matrix for which the bound with g = 1 is an equality.
- `ratio_tendsto_zero` states that n^(n/2)/n! tends to 0.
- `averageSign_tendsto_zero` takes one matrix `G n` for each size n, all with entries of absolute value 1, and concludes that the average sign tends to 0. The matrices at different sizes need not be related.
- `summable_determinant_series` takes one matrix for each n, with a common bound g, and states that the series with terms uⁿ/n! · det Gₙ converges for every real coupling u. `Summable` for real series means absolute convergence.

The last series has the form met when non-interacting fermions are perturbed by a one-body potential, with n vertices and n propagators at order n. The vertices are held fixed at each order, so the integration over their positions is left out. A two-body interaction brings more propagators into order n and leads to a different series. The sum of contractions also contains disconnected diagrams, and the theorems do not extract the linked ones. Nor do they exclude determinants of different sign at different vertex positions, so a sign problem may remain in the sampling of vertices.

Hadamard's inequality is often stated in a sharper form, with the product of the Euclidean lengths of the columns as the bound on |det G|. The version here uses only the largest entry: each column has length at most g√n.

## The bound from the eigenvalues of GᵀG

Let λᵢ be the eigenvalues of GᵀG. They are nonnegative, because vᵀGᵀGv = |Gv|² ≥ 0 for every real vector v. Their product and sum are

∏ᵢ λᵢ = det(GᵀG) = (det G)²,

Σᵢ λᵢ = tr(GᵀG) = Σⱼ Σᵢ G(i, j)² ≤ n²g².

Put c = g²n, so that Σᵢ λᵢ ≤ nc. If c > 0, the inequality 1 + t ≤ exp t with t = λᵢ/c − 1 gives

λᵢ ≤ c exp(λᵢ/c − 1).

Both sides are nonnegative, so these inequalities can be multiplied:

(det G)² = ∏ᵢ λᵢ ≤ cⁿ exp(Σᵢ (λᵢ/c − 1)) ≤ cⁿ.

The last step holds because the exponent is (Σᵢ λᵢ)/c − n ≤ 0. If c = 0, nonnegative eigenvalues with a sum of at most 0 all vanish, and the product is again at most cⁿ. Taking the square root gives

|det G| ≤ (g√n)ⁿ.

For n = 0 there is one empty contraction, equal to 1, and the bound is also 1. For n = 1 the statement is |G(0, 0)| ≤ g. For n = 2 the matrix with rows (1, 1) and (1, −1) has determinant −2, and (√2)² = 2, so the bound is attained. Its two contractions are both −1 and do not cancel: the average sign is −1, and s(G) = 1. The decay is thus a statement about large n. For n = 10 and propagators of absolute value 1, s(G) is at most 10⁵/10!, or about 0.028.

The same argument applies to complex propagators when Gᵀ is replaced by the conjugate transpose: the product of the eigenvalues is then |det G|², their sum is the sum of |G(i, j)|², and the bound is unchanged.

## Why the factorial wins

For real c, now an arbitrary constant, set aₙ = (c√n)ⁿ/n!. Then

aₙ² = (c²)ⁿ/n! · nⁿ/n!.

Since nⁿ/n! is one term of the exponential series for eⁿ, whose terms are all nonnegative, nⁿ/n! ≤ eⁿ. Hence

aₙ² ≤ (c²e)ⁿ/n! = yₙzₙ, with yₙ = (4c²e)ⁿ/n! and zₙ = (1/4)ⁿ.

Both yₙ and zₙ are nonnegative, so yₙzₙ ≤ (yₙ + zₙ)² and therefore |aₙ| ≤ yₙ + zₙ. The yₙ sum to an exponential and the zₙ form a convergent geometric series, so Σₙ aₙ converges absolutely. Its terms tend to 0, and c = 1 gives n^(n/2)/n! → 0.

If all propagators have absolute value 1, then |C(σ)| = 1 for every σ, and the absolute values add up to n!. It follows that

0 ≤ s(G) = |det G|/n! ≤ n^(n/2)/n! → 0.

For the perturbation series, the bound on the determinant gives

|uⁿ/n! · det Gₙ| ≤ (|u|g√n)ⁿ/n!,

and the right-hand side is summable by the result for aₙ with c = |u|g.

## The complete Lean file

```lean
import Mathlib

open Matrix Filter Topology

namespace SignedContractions

noncomputable section

/-- The signed contraction belonging to a permutation `σ`: the sign of `σ` times the product of the
propagators `G (σ i) i` that join `i` to `σ i`. -/
def contraction {n : ℕ} (G : Matrix (Fin n) (Fin n) ℝ) (σ : Equiv.Perm (Fin n)) : ℝ :=
  ((Equiv.Perm.sign σ : ℤ) : ℝ) * ∏ i, G (σ i) i

/-- The absolute value of the average sign met when contractions are sampled one by one with their
absolute values as weights. It is meaningful when at least one contraction is nonzero. -/
def averageSign {n : ℕ} (G : Matrix (Fin n) (Fin n) ℝ) : ℝ :=
  |∑ σ, contraction G σ| / ∑ σ, |contraction G σ|

/-- The sum of all signed contractions is the determinant of the propagator matrix. -/
theorem sum_contraction {n : ℕ} (G : Matrix (Fin n) (Fin n) ℝ) :
    ∑ σ, contraction G σ = G.det :=
  (Matrix.det_apply' G).symm

/-- If every propagator has absolute value 1, the absolute values of the contractions
add up to `n!`. -/
theorem sum_abs_contraction {n : ℕ} (G : Matrix (Fin n) (Fin n) ℝ)
    (hG : ∀ i j, |G i j| = 1) :
    ∑ σ, |contraction G σ| = (n.factorial : ℝ) := by
  have h1 : ∀ σ, |contraction G σ| = 1 := by
    intro σ
    rcases Int.units_eq_one_or (Equiv.Perm.sign σ) with h | h <;>
      simp [contraction, h, Finset.abs_prod, hG]
  simp [h1, Fintype.card_perm]

/-- If `c ≥ 0`, any `n` nonnegative numbers whose sum is at most `n * c` have a product of at most
`c ^ n`. -/
theorem prod_le_pow_of_sum_le {n : ℕ} (x : Fin n → ℝ) (c : ℝ) (hc : 0 ≤ c)
    (hx : ∀ i, 0 ≤ x i) (hsum : ∑ i, x i ≤ n * c) : ∏ i, x i ≤ c ^ n := by
  rcases hc.eq_or_lt with h0 | hpos
  · -- nonnegative numbers with a sum of at most 0 all vanish
    subst h0
    have hz : ∀ i, x i = 0 := by
      intro i
      have h1 := Finset.single_le_sum (fun j _ => hx j) (Finset.mem_univ i)
      have h2 := hx i
      linarith
    simp [hz]
  · -- each factor obeys x ≤ c exp (x / c - 1)
    have h1 : ∀ i, x i ≤ c * Real.exp (x i / c - 1) := by
      intro i
      have h2 := Real.add_one_le_exp (x i / c - 1)
      have h3 : x i / c ≤ Real.exp (x i / c - 1) := by linarith
      rw [div_le_iff₀ hpos] at h3
      linarith
    have h4 : ∑ i, (x i / c - 1) ≤ 0 := by
      have h5 : (∑ i, x i) / c ≤ n := (div_le_iff₀ hpos).mpr hsum
      rw [Finset.sum_sub_distrib, ← Finset.sum_div]
      simp only [Finset.sum_const, Finset.card_univ, Fintype.card_fin, nsmul_eq_mul, mul_one]
      linarith
    calc ∏ i, x i ≤ ∏ i, c * Real.exp (x i / c - 1) :=
          Finset.prod_le_prod (fun i _ => hx i) (fun i _ => h1 i)
      _ = c ^ n * Real.exp (∑ i, (x i / c - 1)) := by
          rw [Finset.prod_mul_distrib, Real.exp_sum]
          simp
      _ ≤ c ^ n * 1 :=
          mul_le_mul_of_nonneg_left (Real.exp_le_one_iff.mpr h4) (by positivity)
      _ = c ^ n := mul_one _

/-- Hadamard's bound: if all propagators have absolute value at most `g`, the sum of all `n!` signed
contractions has absolute value at most `(g * √n) ^ n`. -/
theorem hadamard_bound {n : ℕ} (G : Matrix (Fin n) (Fin n) ℝ) (g : ℝ)
    (hG : ∀ i j, |G i j| ≤ g) :
    |∑ σ, contraction G σ| ≤ (g * √(n : ℝ)) ^ n := by
  rw [sum_contraction]
  have hP := Matrix.posSemidef_conjTranspose_mul_self G
  -- the eigenvalues of GᵀG multiply to (det G)² and add up to the sum of squared entries
  have hdet : G.det ^ 2 = ∏ i, hP.1.eigenvalues i := by
    have h2 : (Gᴴ * G).det = G.det ^ 2 := by
      rw [Matrix.det_mul, Matrix.det_conjTranspose, star_trivial, sq]
    exact h2.symm.trans hP.1.det_eq_prod_eigenvalues
  have htr : ∑ j, ∑ i, G i j ^ 2 = ∑ i, hP.1.eigenvalues i := by
    have h2 : (Gᴴ * G).trace = ∑ j, ∑ i, G i j ^ 2 := by
      simp [Matrix.trace, Matrix.mul_apply, sq]
    exact h2.symm.trans hP.1.trace_eq_sum_eigenvalues
  have hsum : ∑ i, hP.1.eigenvalues i ≤ n * (g ^ 2 * n) := by
    rw [← htr]
    calc ∑ j, ∑ i, G i j ^ 2 ≤ ∑ _j : Fin n, ∑ _i : Fin n, g ^ 2 := by
          refine Finset.sum_le_sum fun j _ => Finset.sum_le_sum fun i _ => ?_
          rw [← sq_abs]
          exact pow_le_pow_left₀ (abs_nonneg _) (hG i j) 2
      _ = n * (g ^ 2 * n) := by
          simp only [Finset.sum_const, Finset.card_univ, Fintype.card_fin, nsmul_eq_mul]
          ring
  have hmain := prod_le_pow_of_sum_le _ (g ^ 2 * n) (by positivity)
    (fun i => hP.eigenvalues_nonneg i) hsum
  have hsq : ((g * √(n : ℝ)) ^ n) ^ 2 = (g ^ 2 * n) ^ n := by
    rw [← pow_mul, mul_comm n 2, pow_mul, mul_pow, Real.sq_sqrt (Nat.cast_nonneg n)]
  have hnn : 0 ≤ (g * √(n : ℝ)) ^ n := by
    rcases Nat.eq_zero_or_pos n with h | h
    · subst h
      simp
    · have hg : 0 ≤ g := (abs_nonneg _).trans (hG ⟨0, h⟩ ⟨0, h⟩)
      positivity
  refine abs_le_of_sq_le_sq ?_ hnn
  rw [hsq, hdet]
  exact hmain

/-- For two vertices and `g = 1`, Hadamard's bound is attained by the propagator matrix with rows
`1, 1` and `1, -1`. -/
theorem hadamard_bound_attained :
    |∑ σ, contraction !![1, 1; 1, -1] σ| = √(2 : ℝ) ^ 2 := by
  rw [sum_contraction, Matrix.det_fin_two_of, Real.sq_sqrt (by norm_num)]
  norm_num

/-- For every real `c` the series with terms `(c * √n) ^ n / n!` converges. -/
theorem summable_bound (c : ℝ) :
    Summable fun n : ℕ => (c * √(n : ℝ)) ^ n / (n.factorial : ℝ) := by
  have hgeo : Summable fun n : ℕ => (1 / 4 : ℝ) ^ n :=
    summable_geometric_of_lt_one (by norm_num) (by norm_num)
  refine Summable.of_norm_bounded
    ((Real.summable_pow_div_factorial (4 * (c ^ 2 * Real.exp 1))).add hgeo) fun n => ?_
  rw [Real.norm_eq_abs]
  have hy : 0 ≤ (4 * (c ^ 2 * Real.exp 1)) ^ n / (n.factorial : ℝ) := by positivity
  have hz : (0 : ℝ) ≤ (1 / 4) ^ n := by positivity
  refine abs_le_of_sq_le_sq ?_ (add_nonneg hy hz)
  -- the squared term is at most the product of the two majorants, since n^n / n! ≤ e^n
  have he : (n : ℝ) ^ n / (n.factorial : ℝ) ≤ Real.exp 1 ^ n := by
    rw [← Real.exp_nat_mul, mul_one]
    exact Real.pow_div_factorial_le_exp (n : ℝ) (Nat.cast_nonneg n) n
  have hprod : (4 * (c ^ 2 * Real.exp 1)) ^ n / (n.factorial : ℝ) * (1 / 4) ^ n
      = (c ^ 2) ^ n / (n.factorial : ℝ) * Real.exp 1 ^ n := by
    have h4 : 4 * (c ^ 2 * Real.exp 1) * (1 / 4) = c ^ 2 * Real.exp 1 := by ring
    rw [div_mul_eq_mul_div, ← mul_pow, h4, mul_pow, div_mul_eq_mul_div]
  have hsq : ((c * √(n : ℝ)) ^ n / (n.factorial : ℝ)) ^ 2
      = (c ^ 2) ^ n / (n.factorial : ℝ) * ((n : ℝ) ^ n / (n.factorial : ℝ)) := by
    rw [div_pow, ← pow_mul, mul_comm n 2, pow_mul, mul_pow,
      Real.sq_sqrt (Nat.cast_nonneg n), mul_pow, sq (n.factorial : ℝ), mul_div_mul_comm]
  have hle := mul_le_mul_of_nonneg_left he
    (show 0 ≤ (c ^ 2) ^ n / (n.factorial : ℝ) by positivity)
  rw [← hsq, ← hprod] at hle
  nlinarith [mul_nonneg hy hz, sq_nonneg ((4 * (c ^ 2 * Real.exp 1)) ^ n / (n.factorial : ℝ)),
    sq_nonneg ((1 / 4 : ℝ) ^ n)]

/-- The ratio of `(√n) ^ n` to the number `n!` of contractions tends to zero. -/
theorem ratio_tendsto_zero :
    Tendsto (fun n : ℕ => √(n : ℝ) ^ n / (n.factorial : ℝ)) atTop (𝓝 0) := by
  simpa only [one_mul] using (summable_bound 1).tendsto_atTop_zero

/-- For propagators of absolute value 1, the average sign of individually sampled
contractions tends to zero as the order grows. -/
theorem averageSign_tendsto_zero (G : (n : ℕ) → Matrix (Fin n) (Fin n) ℝ)
    (hG : ∀ n i j, |G n i j| = 1) :
    Tendsto (fun n => averageSign (G n)) atTop (𝓝 0) := by
  refine squeeze_zero (fun n => ?_) (fun n => ?_) ratio_tendsto_zero
  · unfold averageSign
    positivity
  · have h := hadamard_bound (G n) 1 (fun i j => (hG n i j).le)
    rw [one_mul] at h
    unfold averageSign
    rw [sum_abs_contraction (G n) (hG n)]
    exact div_le_div_of_nonneg_right h (Nat.cast_nonneg _)

/-- If the propagators at all orders have absolute value at most a common `g`, the series with terms
`u ^ n / n!` times the sum of all contractions converges for every real coupling `u`. -/
theorem summable_determinant_series (G : (n : ℕ) → Matrix (Fin n) (Fin n) ℝ) (g u : ℝ)
    (hG : ∀ n i j, |G n i j| ≤ g) :
    Summable fun n : ℕ => u ^ n / (n.factorial : ℝ) * ∑ σ, contraction (G n) σ := by
  refine Summable.of_norm_bounded (summable_bound (|u| * g)) fun n => ?_
  rw [Real.norm_eq_abs, abs_mul, abs_div, abs_pow, Nat.abs_cast]
  calc |u| ^ n / (n.factorial : ℝ) * |∑ σ, contraction (G n) σ|
      ≤ |u| ^ n / (n.factorial : ℝ) * (g * √(n : ℝ)) ^ n :=
        mul_le_mul_of_nonneg_left (hadamard_bound (G n) g (hG n)) (by positivity)
    _ = (|u| * g * √(n : ℝ)) ^ n / (n.factorial : ℝ) := by
        rw [mul_assoc |u|, mul_pow |u|, div_mul_eq_mul_div]

end

end SignedContractions
```

```lean
#print axioms SignedContractions.hadamard_bound
#print axioms SignedContractions.hadamard_bound_attained
#print axioms SignedContractions.averageSign_tendsto_zero
#print axioms SignedContractions.summable_determinant_series
```

```
'SignedContractions.hadamard_bound' depends on axioms: [propext, Classical.choice, Quot.sound]
'SignedContractions.hadamard_bound_attained' depends on axioms: [propext, Classical.choice, Quot.sound]
'SignedContractions.averageSign_tendsto_zero' depends on axioms: [propext, Classical.choice, Quot.sound]
'SignedContractions.summable_determinant_series' depends on axioms: [propext, Classical.choice, Quot.sound]
```

## From contractions to eigenvalues in Lean

`sum_contraction` identifies the sum of contractions with the determinant through Mathlib's Leibniz formula, `Matrix.det_apply'`. `sum_abs_contraction` splits on the two possible signs of a permutation, finds that each contraction has absolute value 1, and counts the permutations.

`prod_le_pow_of_sum_le` is the inequality between the arithmetic and geometric means in the form used above. The split `hc.eq_or_lt` separates c = 0 from c > 0. In the second case `h1` is the exponential bound on a single factor, `h4` shows that the total exponent is at most 0, and the `calc` block multiplies the factors.

In `hadamard_bound`, `hP` records that `Gᴴ * G` is positive semidefinite; for real matrices `Gᴴ` is the transpose. The product and the sum of the eigenvalues are supplied by `hdet` and `htr`, and `hsum` inserts the bound on the entries. `hmain` then applies the mean inequality with `g ^ 2 * n` in the role of c. The square root is taken by `abs_le_of_sq_le_sq`, which needs the right-hand side to be nonnegative. This is `hnn`, where n = 0 is treated separately: with no entries, the hypothesis says nothing about the sign of g.

`hadamard_bound_attained` evaluates the 2 × 2 determinant directly.

## From the bound to the limits in Lean

`summable_bound` compares aₙ with yₙ + zₙ by means of `Summable.of_norm_bounded`. The estimate nⁿ/n! ≤ eⁿ is `he`, while `hsq` and `hprod` rewrite aₙ² and yₙzₙ so that `he` connects them. The closing `nlinarith` call supplies yₙzₙ ≤ (yₙ + zₙ)², using the nonnegativity of the product and of the two squares.

`ratio_tendsto_zero` sets c = 1 and uses the fact that the terms of a summable series tend to 0. `averageSign_tendsto_zero` places the average sign between 0 and this ratio with `squeeze_zero`; the denominator n! comes from `sum_abs_contraction`, the numerator from `hadamard_bound` with g = 1. `summable_determinant_series` bounds each term by the corresponding term of `summable_bound (|u| * g)`, and its `calc` block is the last estimate of the derivation.
